# Resta's determinant for orthonormal orbitals: modulus at most one, gauge invariance and translation covariance

Put one electron on two sites at positions \(x_0, x_1\), with amplitudes \(c_0, c_1\) and \(|c_0|^2+|c_1|^2=1\), and form \(z=|c_0|^2e^{ibx_0}+|c_1|^2e^{ibx_1}\) for a real wavenumber \(b\): this is a weighted mean of two points on the unit circle, so \(|z|\le 1\), the overall phase of the orbital drops out, and shifting both sites by \(a\) multiplies \(z\) by \(e^{iba}\). For several orbitals the mean becomes a determinant, and the file below proves the corresponding three properties.

```lean
import Mathlib

open Matrix
open scoped ComplexOrder

namespace RestaPolarization

noncomputable section

variable {n m : Type*} [Fintype n] [DecidableEq n] [Fintype m] [DecidableEq m]

/-- The diagonal matrix of the phase factors `exp(i b x_j)` at the site positions `x_j`. -/
def phaseMatrix (b : ℝ) (x : n → ℝ) : Matrix n n ℂ :=
  Matrix.diagonal fun j => Complex.exp (Complex.I * ((b : ℂ) * (x j : ℂ)))

/-- Resta's complex number `z = det(C* D C)` for the occupied orbitals in the columns of `C`. -/
def restaZ (b : ℝ) (x : n → ℝ) (C : Matrix n m ℂ) : ℂ :=
  (Cᴴ * (phaseMatrix b x * C)).det

/-- The polarization phase: the argument of `z`, as an angle modulo `2π`. -/
def restaPhase (b : ℝ) (x : n → ℝ) (C : Matrix n m ℂ) : Real.Angle :=
  ((restaZ b x C).arg : Real.Angle)

/-- The matrix of phase factors is unitary. -/
theorem phaseMatrix_unitary (b : ℝ) (x : n → ℝ) :
    (phaseMatrix b x)ᴴ * phaseMatrix b x = 1 := by
  unfold phaseMatrix
  rw [Matrix.diagonal_conjTranspose, Matrix.diagonal_mul_diagonal, ← Matrix.diagonal_one]
  congr 1
  funext j
  rw [Pi.star_apply, Complex.star_def, ← Complex.exp_conj, ← Complex.exp_add]
  simp

omit [DecidableEq n] in
/-- For two orthonormal sets of orbitals `C` and `A`, the overlap matrix `C* A` and the part of `A`
outside the span of `C` together carry the full norm. -/
theorem overlap_add_leak (C A : Matrix n m ℂ) (hC : Cᴴ * C = 1) (hA : Aᴴ * A = 1) :
    (Cᴴ * A)ᴴ * (Cᴴ * A) + (A - C * (Cᴴ * A))ᴴ * (A - C * (Cᴴ * A)) = 1 := by
  -- the leaking part is orthogonal to the occupied orbitals
  have h0 : Cᴴ * (A - C * (Cᴴ * A)) = 0 := by
    rw [Matrix.mul_sub, ← Matrix.mul_assoc Cᴴ C, hC, Matrix.one_mul, sub_self]
  have h1 : (A - C * (Cᴴ * A))ᴴ * C = 0 := by
    have h := congrArg Matrix.conjTranspose h0
    rwa [Matrix.conjTranspose_mul, Matrix.conjTranspose_conjTranspose,
      Matrix.conjTranspose_zero] at h
  have h2 : (A - C * (Cᴴ * A))ᴴ * (A - C * (Cᴴ * A)) = (A - C * (Cᴴ * A))ᴴ * A := by
    rw [Matrix.mul_sub, ← Matrix.mul_assoc (A - C * (Cᴴ * A))ᴴ C, h1, Matrix.zero_mul, sub_zero]
  rw [h2, Matrix.conjTranspose_sub, Matrix.sub_mul, hA, Matrix.conjTranspose_mul C (Cᴴ * A),
    Matrix.mul_assoc (Cᴴ * A)ᴴ Cᴴ A]
  abel

omit [DecidableEq n] in
/-- If `M* M + E* E = 1`, then `|det M| ≤ 1`, with equality exactly when `E = 0`. -/
theorem norm_det_le_one_and_eq_iff (M : Matrix m m ℂ) (E : Matrix n m ℂ)
    (h : Mᴴ * M + Eᴴ * E = 1) : ‖M.det‖ ≤ 1 ∧ (‖M.det‖ = 1 ↔ E = 0) := by
  have hP := Matrix.posSemidef_conjTranspose_mul_self M
  have hH : (Mᴴ * M).IsHermitian := hP.isHermitian
  have hE : Eᴴ * E = 1 - Mᴴ * M := eq_sub_of_add_eq' h
  have hnn : ∀ i, 0 ≤ hH.eigenvalues i := fun i => hP.eigenvalues_nonneg i
  -- the eigenvalues of M* M do not exceed one
  have hle : ∀ i, hH.eigenvalues i ≤ 1 := by
    intro i
    obtain ⟨v, hv0, hv⟩ : ∃ v : m → ℂ, v ≠ 0 ∧
        (Mᴴ * M) *ᵥ v = hH.eigenvalues i • v := by
      refine ⟨(hH.eigenvectorBasis i).ofLp, ?_, hH.mulVec_eigenvectorBasis i⟩
      intro h0
      apply hH.eigenvectorBasis.orthonormal.ne_zero i
      ext j
      exact congrFun h0 j
    have h2 := (Matrix.posSemidef_conjTranspose_mul_self E).dotProduct_mulVec_nonneg v
    rw [hE, Matrix.sub_mulVec, Matrix.one_mulVec, hv, dotProduct_sub, dotProduct_smul] at h2
    have hs : 0 ≤ star v ⬝ᵥ v := dotProduct_star_self_nonneg v
    have hs0 : star v ⬝ᵥ v ≠ 0 := fun h0 => hv0 (dotProduct_star_self_eq_zero.1 h0)
    have hre := (Complex.le_def.1 hs).1
    have him := (Complex.le_def.1 hs).2
    have hne : (star v ⬝ᵥ v).re ≠ 0 := fun h0 => hs0 (Complex.ext h0 him.symm)
    have hpos : 0 < (star v ⬝ᵥ v).re := lt_of_le_of_ne hre (Ne.symm hne)
    have h3 := (Complex.le_def.1 h2).1
    rw [Complex.sub_re, Complex.smul_re, Complex.zero_re, smul_eq_mul] at h3
    by_contra hc
    nlinarith [mul_pos (sub_pos.2 (not_le.1 hc)) hpos]
  -- their product is |det M|²
  have hdet : ‖M.det‖ ^ 2 = ∏ i, hH.eigenvalues i := by
    have h1 := hH.det_eq_prod_eigenvalues
    rw [Matrix.det_mul, Matrix.det_conjTranspose, Complex.star_def, Complex.conj_mul'] at h1
    apply Complex.ofReal_injective
    push_cast
    exact h1
  have hprod : ∏ i, hH.eigenvalues i ≤ 1 :=
    Finset.prod_le_one (fun i _ => hnn i) (fun i _ => hle i)
  refine ⟨by nlinarith [norm_nonneg M.det], ?_, ?_⟩
  · intro h1
    have hone : ∀ i, hH.eigenvalues i = 1 := by
      intro i
      apply le_antisymm (hle i)
      have h2 := Finset.mul_prod_erase Finset.univ hH.eigenvalues (Finset.mem_univ i)
      have h3 : ∏ j ∈ Finset.univ.erase i, hH.eigenvalues j ≤ 1 :=
        Finset.prod_le_one (fun j _ => hnn j) (fun j _ => hle j)
      rw [← hdet, h1] at h2
      nlinarith [mul_nonneg (hnn i) (sub_nonneg.2 h3)]
    -- hence the leaking part has zero total norm
    apply Matrix.trace_conjTranspose_mul_self_eq_zero_iff.1
    rw [hE, Matrix.trace_sub, hH.trace_eq_sum_eigenvalues]
    simp [hone]
  · intro h0
    rw [h0, Matrix.mul_zero, add_zero] at h
    have h1 := congrArg Matrix.det h
    rw [Matrix.det_mul, Matrix.det_conjTranspose, Complex.star_def, Complex.conj_mul',
      Matrix.det_one] at h1
    have h2 : ‖M.det‖ ^ 2 = 1 := by exact_mod_cast h1
    nlinarith [norm_nonneg M.det]

omit [Fintype m] in
/-- The phase factors turn orthonormal orbitals into orthonormal orbitals. -/
theorem phaseMatrix_mul_orthonormal (b : ℝ) (x : n → ℝ) (C : Matrix n m ℂ) (hC : Cᴴ * C = 1) :
    (phaseMatrix b x * C)ᴴ * (phaseMatrix b x * C) = 1 := by
  rw [Matrix.conjTranspose_mul, Matrix.mul_assoc, ← Matrix.mul_assoc (phaseMatrix b x)ᴴ,
    phaseMatrix_unitary, Matrix.one_mul, hC]

/-- For orthonormal orbitals `|z| ≤ 1`. For any orbitals, `z` is unchanged by a unitary mixing, and
a shift of all positions by `a` multiplies it by `exp(i m b a)`, with `m` the number of orbitals. -/
theorem restaZ_bound_gauge_translation (b : ℝ) (x : n → ℝ) (C : Matrix n m ℂ) :
    (Cᴴ * C = 1 → ‖restaZ b x C‖ ≤ 1) ∧
    (∀ U ∈ Matrix.unitaryGroup m ℂ, restaZ b x (C * U) = restaZ b x C) ∧
    (∀ a : ℝ, restaZ b (fun j => x j + a) C =
      Complex.exp (((Fintype.card m * b * a : ℝ) : ℂ) * Complex.I) * restaZ b x C) := by
  refine ⟨?_, ?_, ?_⟩
  · intro hC
    exact (norm_det_le_one_and_eq_iff _ _
      (overlap_add_leak C _ hC (phaseMatrix_mul_orthonormal b x C hC))).1
  · intro U hU
    have hU' : U * Uᴴ = 1 := Matrix.mem_unitaryGroup_iff.1 hU
    have h1 : (C * U)ᴴ * (phaseMatrix b x * (C * U)) =
        Uᴴ * (Cᴴ * (phaseMatrix b x * C)) * U := by
      simp only [Matrix.conjTranspose_mul, Matrix.mul_assoc]
    have h2 : U.det * Uᴴ.det = 1 := by rw [← Matrix.det_mul, hU', Matrix.det_one]
    unfold restaZ
    rw [h1, Matrix.det_mul, Matrix.det_mul]
    linear_combination (Cᴴ * (phaseMatrix b x * C)).det * h2
  · intro a
    -- a rigid shift multiplies every phase factor by the same number
    have h1 : phaseMatrix b (fun j => x j + a) =
        Complex.exp ((b : ℂ) * a * Complex.I) • phaseMatrix b x := by
      unfold phaseMatrix
      rw [← Matrix.diagonal_smul]
      congr 1
      funext j
      rw [Pi.smul_apply, smul_eq_mul, ← Complex.exp_add]
      congr 1
      push_cast
      ring
    unfold restaZ
    rw [h1, Matrix.smul_mul, Matrix.mul_smul, Matrix.det_smul, ← Complex.exp_nat_mul]
    congr 2
    push_cast
    ring

/-- For orthonormal orbitals `|z| = 1` exactly when the phase factors map the occupied space
into itself. -/
theorem norm_restaZ_eq_one_iff (b : ℝ) (x : n → ℝ) (C : Matrix n m ℂ) (hC : Cᴴ * C = 1) :
    ‖restaZ b x C‖ = 1 ↔ ∃ W : Matrix m m ℂ, phaseMatrix b x * C = C * W := by
  have h := (norm_det_le_one_and_eq_iff _ _
    (overlap_add_leak C _ hC (phaseMatrix_mul_orthonormal b x C hC))).2
  unfold restaZ
  rw [h, sub_eq_zero]
  constructor
  · intro h1
    exact ⟨_, h1⟩
  · rintro ⟨W, hW⟩
    rw [hW, ← Matrix.mul_assoc Cᴴ C W, hC, Matrix.one_mul]

/-- When `z ≠ 0`, a unitary mixing of the `m` orbitals combined with a shift of all positions by
`a` changes the polarization phase by exactly `m b a`, modulo `2π`. -/
theorem restaPhase_gauge_translation (b a : ℝ) (x : n → ℝ) (C : Matrix n m ℂ)
    (hz : restaZ b x C ≠ 0) (U : Matrix m m ℂ)
    (hU : U ∈ Matrix.unitaryGroup m ℂ) :
    restaPhase b (fun j => x j + a) (C * U) =
      restaPhase b x C + ((Fintype.card m * b * a : ℝ) : Real.Angle) := by
  have harg : ∀ θ : ℝ, ((Complex.exp ((θ : ℂ) * Complex.I)).arg : Real.Angle) = θ := by
    intro θ
    have h := Complex.arg_cos_add_sin_mul_I_coe_angle (θ : Real.Angle)
    rw [Real.Angle.cos_coe, Real.Angle.sin_coe] at h
    rwa [Complex.exp_mul_I, ← Complex.ofReal_cos, ← Complex.ofReal_sin]
  unfold restaPhase
  rw [(restaZ_bound_gauge_translation b (fun j => x j + a) C).2.1 U hU,
    (restaZ_bound_gauge_translation b x C).2.2 a,
    Complex.arg_mul_coe_angle (Complex.exp_ne_zero _) hz, harg, add_comm]

/-- If `b L = 2π`, moving each site by its own whole number of cell lengths `L` leaves `z`
unchanged. -/
theorem restaZ_periodic (b L : ℝ) (hL : b * L = 2 * Real.pi) (x : n → ℝ) (k : n → ℤ)
    (C : Matrix n m ℂ) : restaZ b (fun j => x j + k j * L) C = restaZ b x C := by
  have hL' : (b : ℂ) * L = 2 * Real.pi := by exact_mod_cast hL
  have h1 : phaseMatrix b (fun j => x j + k j * L) = phaseMatrix b x := by
    unfold phaseMatrix
    congr 1
    funext j
    rw [Complex.exp_eq_exp_iff_exists_int]
    refine ⟨k j, ?_⟩
    push_cast
    linear_combination Complex.I * (k j : ℂ) * hL'
  unfold restaZ
  rw [h1]

/-- One orbital spread evenly over four sites. -/
def uniformOrbital : Matrix (Fin 4) (Fin 1) ℂ := Matrix.of fun _ _ => 1 / 2

/-- The even orbital on sites `0, 1, 2, 3` is normalised and has `z = 0` for `b = π/2`. -/
theorem restaZ_uniformOrbital :
    uniformOrbitalᴴ * uniformOrbital = 1 ∧
    restaZ (Real.pi / 2) (fun j : Fin 4 => ((j : ℕ) : ℝ)) uniformOrbital = 0 := by
  constructor
  · ext i j
    fin_cases i
    fin_cases j
    simp [uniformOrbital, Matrix.mul_apply]
    try norm_num
  · -- the four phase factors are 1, i, -1, -i
    have hD : phaseMatrix (Real.pi / 2) (fun j : Fin 4 => ((j : ℕ) : ℝ)) =
        Matrix.diagonal fun j : Fin 4 => Complex.I ^ (j : ℕ) := by
      unfold phaseMatrix
      congr 1
      funext j
      have h1 : Complex.exp ((Real.pi : ℂ) / 2 * Complex.I) = Complex.I := by
        rw [Complex.exp_mul_I, Complex.cos_pi_div_two, Complex.sin_pi_div_two]
        ring
      rw [← h1, ← Complex.exp_nat_mul, h1]
      congr 1
      push_cast
      ring
    have h3 : Complex.I ^ 3 = -Complex.I := by
      rw [pow_succ, Complex.I_sq]
      ring
    unfold restaZ
    rw [hD, Matrix.det_fin_one, Matrix.mul_apply, Fin.sum_univ_four]
    simp only [Matrix.diagonal_mul, Matrix.conjTranspose_apply, uniformOrbital, Matrix.of_apply]
    simp [h3]

end

end RestaPolarization
```

```lean
#print axioms RestaPolarization.norm_restaZ_eq_one_iff
#print axioms RestaPolarization.restaPhase_gauge_translation
#print axioms RestaPolarization.restaZ_periodic
#print axioms RestaPolarization.restaZ_uniformOrbital
```

```
'RestaPolarization.norm_restaZ_eq_one_iff' depends on axioms: [propext, Classical.choice, Quot.sound]
'RestaPolarization.restaPhase_gauge_translation' depends on axioms: [propext, Classical.choice, Quot.sound]
'RestaPolarization.restaZ_periodic' depends on axioms: [propext, Classical.choice, Quot.sound]
'RestaPolarization.restaZ_uniformOrbital' depends on axioms: [propext, Classical.choice, Quot.sound]
```

## Orbitals, phase factors and the determinant

The matrix \(C\) has one row for each site \(j\) and one column for each occupied orbital. In Lean the two index sets are the finite types `n` and `m`; in the formulas here \(m\) also stands for the number of orbitals, which the file writes as `Fintype.card m`. Orthonormality of the orbitals is the hypothesis `Cᴴ * C = 1`, where `ᴴ` is the conjugate transpose, written \(^*\) below.

The real function `x` gives the site positions along one direction. `phaseMatrix b x` is the diagonal matrix \(D\) with entries \(e^{ibx_j}\), and `restaZ b x C` is

\[
z=\det(C^*DC).
\]

For a single Slater determinant of orthonormal orbitals with one electron in each, \(z\) is the expectation value of \(e^{ibX}\), with \(X\) the sum of the electron positions; the file takes the determinant as its definition and does not derive it from the many-electron state. `restaPhase b x C` is the argument of \(z\) as an element of `Real.Angle`, that is, modulo \(2\pi\).

On a ring of length \(L\), Resta's definition takes \(b=2\pi/L\), and this condition \(bL=2\pi\) makes \(e^{ibx}\) single-valued. Only `restaZ_periodic` assumes it; the other general theorems hold for every real \(b\).

## What the theorems state

`restaZ_bound_gauge_translation` has three parts. If the orbitals are orthonormal, then \(|z|\le1\). For any \(C\), orthonormal or not, replacing \(C\) by \(CU\) with \(U\) unitary leaves \(z\) unchanged; this is the gauge freedom of mixing occupied orbitals among themselves. Also for any \(C\), replacing every \(x_j\) by \(x_j+a\) at fixed coefficients multiplies \(z\) by \(e^{imba}\).

`restaPhase_gauge_translation` turns the last two parts into a statement about the phase: if \(z\neq0\), mixing and shifting together change it by exactly \(mba\) modulo \(2\pi\). The hypothesis \(z\ne0\) is needed because zero has no meaningful phase, and Lean's convention of giving it argument 0 would break the formula.

`norm_restaZ_eq_one_iff` identifies the extreme case for orthonormal orbitals: \(|z|=1\) exactly when \(DC=CW\) for some square matrix \(W\), so that the phase factors map the occupied space into itself. This happens, for instance, when each orbital sits on a single site of its own.

`restaZ_periodic` says that if \(bL=2\pi\), each site may be moved by its own whole number of cell lengths without changing \(z\). It therefore does not matter which periodic image of a site is used.

For a single Slater determinant in a finite model whose position operator is diagonal in the sites, these results show that, when \(z\ne0\), every orthonormal basis of the occupied space gives the same electronic polarization phase, as one would want in a supercell calculation at the Gamma point. The model leaves out the ionic contribution, the conversion from phase to dipole, interactions beyond a single determinant, and the limit of a large cell. It also does not treat a truncated plane-wave basis, in which multiplication by \(e^{ibx}\) is no longer an exactly unitary matrix.

## Why the modulus is at most one

Each diagonal entry satisfies \(\overline{e^{ibx_j}}\,e^{ibx_j}=1\), so \(D^*D=1\); this is `phaseMatrix_unitary`. Set \(A=DC\). Then

\[
A^*A=C^*D^*DC=C^*C=1,
\]

which is `phaseMatrix_mul_orthonormal`.

Now split \(A\) into a part inside the occupied space and a part that leaks out:

\[
M=C^*A,\qquad E=A-CM .
\]

Here \(\det M=z\). The leak is orthogonal to the occupied orbitals, since \(C^*E=C^*A-C^*CM=0\), and hence \(E^*C=0\) as well. Therefore

\[
E^*E=E^*A-E^*CM=E^*A=A^*A-M^*C^*A=1-M^*M .
\]

This is `overlap_add_leak`, stated for any two orthonormal sets `C` and `A`. Its steps `h0`, `h1` and `h2` are the two orthogonality relations and the reduction of \(E^*E\) to \(E^*A\).

The lemma `norm_det_le_one_and_eq_iff` uses only the identity \(M^*M+E^*E=1\). The matrix \(M^*M\) is positive semidefinite, so its eigenvalues \(\lambda_i\) are nonnegative. For an eigenvector \(v\neq0\) with eigenvalue \(\lambda_i\),

\[
0\le v^*E^*Ev=v^*(1-M^*M)v=(1-\lambda_i)\,v^*v ,
\]

so \(\lambda_i\le1\). Lean takes \(v\) from `eigenvectorBasis`, shows that \(v^*v\) is a positive real number, and lets `nlinarith` refute \(\lambda_i>1\). The product of the eigenvalues is the determinant:

\[
|z|^2=\det(M^*M)=\prod_i\lambda_i\le1 .
\]

These are the steps `hdet` and `hprod`, and the bound follows.

## When the bound is reached

Suppose \(|z|=1\). Then for each \(i\),

\[
1=\lambda_i\prod_{k\ne i}\lambda_k\le\lambda_i ,
\]

because the remaining product is at most one. Every eigenvalue is therefore 1, and

\[
\operatorname{tr}(E^*E)=m-\sum_i\lambda_i=0 .
\]

This trace is the sum of the squared moduli of all entries of \(E\), so \(E=0\) and \(DC=CM\). In Lean, `Finset.mul_prod_erase` separates one eigenvalue from the product, and `Matrix.trace_conjTranspose_mul_self_eq_zero_iff` passes from zero trace to zero matrix.

Conversely, let \(DC=CW\). Then \(M=C^*CW=W\), hence \(E=DC-CM=0\). The identity reduces to \(M^*M=1\), and taking determinants gives \(|z|^2=1\).

## Mixing and shifting the orbitals

For unitary \(U\),

\[
\det\big((CU)^*D(CU)\big)=\det(U^*)\,z\,\det(U)=z ,
\]

because \(\det(U)\det(U^*)=\det(UU^*)=1\). The Lean proof regroups the product in `h1`, records the determinant identity in `h2`, and combines them with `linear_combination`.

A rigid shift multiplies every phase factor by the same number, so \(D\) becomes \(e^{iba}D\) and \(C^*DC\) becomes \(e^{iba}C^*DC\). The determinant of an \(m\times m\) matrix takes out one such factor per column:

\[
\det(e^{iba}C^*DC)=(e^{iba})^m z=e^{imba}z .
\]

`Matrix.det_smul` performs this step. For the phase, arguments of nonzero complex numbers add modulo \(2\pi\), which is `Complex.arg_mul_coe_angle`, and the auxiliary fact `harg` says that \(e^{i\theta}\) has angle \(\theta\).

If site \(j\) moves by \(k_jL\) with \(k_j\) an integer and \(bL=2\pi\), its exponent changes by \(2\pi i k_j\). Every entry of \(D\) stays the same, and so does \(z\).

## A normalised orbital without a phase

Spread one orbital evenly over sites \(0,1,2,3\), with amplitude \(1/2\) on each, and take \(b=\pi/2\), which corresponds to a ring of length 4. The orbital has norm one, and

\[
z=\tfrac14(1+i-1-i)=0 .
\]

`restaZ_uniformOrbital` proves both facts; for the second it rewrites the phase factors as powers of \(i\) and sums the four terms. Orthonormality alone therefore does not guarantee that the polarization phase is defined.
